# At the impurity energy, a dimer changes only the sign of the wave

In a one-dimensional chain whose site energies are drawn independently at random, products of transfer matrices typically grow exponentially with length, the signature of localisation. Carrying that expectation over to a chain whose impurities occur only in adjacent pairs can give a wrong answer. With the same nearest-neighbour hopping throughout the chain, each pair contributes a mere sign when the energy $E$ equals the impurity energy $e$. If $e$ also lies strictly inside the energy band of the host chain, the amplitudes stay bounded however the pairs are placed.

## The dimer drops out of the product

Take hopping 1 and let $\psi_k$ be the amplitude on site $k$, whose on-site energy is $x$. The site equation is

$$\psi_{k-1}+\psi_{k+1}+x\psi_k=E\psi_k .$$

Solving for $\psi_{k+1}$ gives

$$\begin{pmatrix}\psi_{k+1}\\ \psi_k\end{pmatrix}=A(x)\begin{pmatrix}\psi_k\\ \psi_{k-1}\end{pmatrix},\qquad A(x)=\begin{pmatrix}E-x&-1\\1&0\end{pmatrix}.$$

Host sites have $x=0$. A dimer is two adjacent sites with $x=e$, and its matrix is

$$A(e)^2=\begin{pmatrix}(E-e)^2-1&-(E-e)\\E-e&-1\end{pmatrix}.$$

At $E=e$ this is $-1$. At any other energy the lower left entry is nonzero, so the square is not a multiple of the identity. Since $-1$ commutes with everything, a chain of $n$ host sites and $m$ dimers in any order has, at $E=e$, the matrix $(-1)^mA(0)^n$.

For the bound, write $(u,v)$ for the amplitudes on two adjacent sites, the newer one first, and set $Q(u,v)=u^2-Euv+v^2$. A host site sends $(u,v)$ to $(Eu-v,u)$, and

$$(Eu-v)^2-E(Eu-v)u+u^2=u^2-Euv+v^2 .$$

A change of sign also preserves $Q$, so every chain preserves it at $E=e$. Let $S=u^2+v^2$ at the start and $S'$ be the same sum at the end. From $|uv|\le S/2$ it follows that

$$\left(1-\tfrac{|e|}{2}\right)S'\le Q'=Q\le\left(1+\tfrac{|e|}{2}\right)S .$$

If $|e|<2$, division gives $S'\le\frac{2+|e|}{2-|e|}\,S$. The condition places the impurity energy strictly inside the host band, where the host carries propagating waves.

## What band edges and single impurities do

At $e=2$ the bound fails even without dimers: $n$ host sites send $(1,0)$ to $(n+1,n)$, which grows without limit.

The pairing matters too. At $E=e$, a single impurity followed by a host site has the matrix

$$A(0)A(e)=\begin{pmatrix}-1&-e\\0&-1\end{pmatrix},$$

and $n$ repetitions send $(0,1)$ to $(-1)^n(ne,1)$. This grows linearly for every $e\neq0$.

In a transfer-matrix program the step is the update `(u, v) -> ((E - x)*u - v, u)`, applied site by site. Running it at $E=e$ over a random arrangement of host sites and dimers, once from $(1,0)$ and once from $(0,1)$, should reproduce the two columns of $(-1)^mA(0)^n$ up to rounding. For $|e|<2$, the estimated growth rate, the logarithm of the matrix norm divided by the length, should then fall to zero as the chain gets longer.

## The chain as a list of blocks

The development works with real $2\times2$ matrices.

In Lean 4 with Mathlib:

```lean
import Mathlib

open Matrix

namespace RandomDimerModel

noncomputable section
```

The matrix $A(x)$ becomes `cell E x`, with the energy as an explicit argument.

```lean
/-- The transfer matrix of one site with on-site energy `x` at energy `E`, for hopping 1. -/
def cell (E x : ℝ) : Matrix (Fin 2) (Fin 2) ℝ := !![E - x, -1; 1, 0]
```

A configuration is a list of blocks. Because an impurity can enter only as part of a `dimer`, the pairing is built into the type.

```lean
/-- The building blocks of the chain: a single host site, or a pair of adjacent impurities. -/
inductive Block where
  | host
  | dimer
  deriving DecidableEq

/-- The transfer matrix of a block: host sites have energy 0, both sites of a dimer energy `e`. -/
def blockMatrix (E e : ℝ) : Block → Matrix (Fin 2) (Fin 2) ℝ
  | Block.host => cell E 0
  | Block.dimer => cell E e ^ 2
```

The first block of the list acts first, so its matrix stands rightmost in the product. The empty chain has the identity matrix.

```lean
/-- The transfer matrix of a sequence of blocks; the first block of the list acts first. -/
def chainMatrix (E e : ℝ) : List Block → Matrix (Fin 2) (Fin 2) ℝ
  | [] => 1
  | b :: bs => chainMatrix E e bs * blockMatrix E e b
```

The form $Q$ takes a vector `v` whose entry `v 0` is the newer amplitude $u$ and whose entry `v 1` is the older one.

```lean
/-- The quadratic form `u² - E u v + v²` of the amplitudes `u`, `v` on two adjacent sites. -/
def amplitudeForm (E : ℝ) (v : Fin 2 → ℝ) : ℝ := v 0 ^ 2 - E * v 0 * v 1 + v 1 ^ 2
```

## From the site equation to the product

The first theorem ties the matrix to the physics, with $a,b,c$ standing for $\psi_{k-1},\psi_k,\psi_{k+1}$. Its proof computes the matrix-vector product, then reads off the first component in one direction and restores it in the other.

```lean
/-- The transfer matrix carries the amplitudes `(b, a)` to `(c, b)` exactly when `a`, `b`, `c`
on three successive sites satisfy the tight-binding equation at the middle site. -/
theorem transfer_step (E x a b c : ℝ) :
    cell E x *ᵥ ![b, a] = ![c, b] ↔ a + c + x * b = E * b := by
  have hstep : cell E x *ᵥ ![b, a] = ![(E - x) * b - a, b] := by
    ext i
    fin_cases i <;> simp [cell, Matrix.mulVec, dotProduct, Fin.sum_univ_two]
    ring
  rw [hstep]
  constructor
  · intro h
    have h0 : (E - x) * b - a = c := congrFun h 0
    linarith
  · intro h
    have h0 : (E - x) * b - a = c := by linarith
    rw [h0]
```

The resonance is checked entry by entry.

```lean
/-- When the energy equals the impurity energy, the transfer matrix of a dimer is `-1`. -/
theorem dimer_resonance (e : ℝ) : cell e e ^ 2 = -1 := by
  ext i j
  fin_cases i <;> fin_cases j <;>
    simp [cell, pow_two, Matrix.mul_apply, Fin.sum_univ_two]
```

The converse uses the lower left entry of the square, as in the derivation above.

```lean
/-- The transfer matrix of a pair of equal sites is a multiple of the identity exactly when the
energy equals the site energy. -/
theorem dimer_scalar_iff (E x : ℝ) :
    (∃ c : ℝ, cell E x ^ 2 = c • (1 : Matrix (Fin 2) (Fin 2) ℝ)) ↔ E = x := by
  constructor
  · rintro ⟨c, hc⟩
    -- the lower left entry of the square is `E - x`
    have h := congrFun (congrFun hc 1) 0
    simp [cell, pow_two, Matrix.mul_apply, Fin.sum_univ_two] at h
    linarith
  · rintro rfl
    exact ⟨-1, by rw [dimer_resonance]; simp⟩
```

The product formula follows by induction on the list, with $n$ and $m$ given by `bs.count Block.host` and `bs.count Block.dimer`. A host block raises the power of `cell e 0` by one; a dimer is replaced by $-1$ through `dimer_resonance`. No probability enters: the identity holds for every arrangement.

```lean
/-- At the impurity energy, the transfer matrix of any sequence of host sites and dimers is that
of the host sites alone, times `-1` for each dimer. -/
theorem chain_at_resonance (e : ℝ) (bs : List Block) :
    chainMatrix e e bs =
      (-1 : ℝ) ^ bs.count Block.dimer • cell e 0 ^ bs.count Block.host := by
  induction bs with
  | nil => simp [chainMatrix]
  | cons b bs ih =>
    cases b with
    | host =>
      -- a host site adds one factor of the host matrix
      have h1 : (Block.host :: bs).count Block.host = bs.count Block.host + 1 := by
        simp
      have h2 : (Block.host :: bs).count Block.dimer = bs.count Block.dimer := by
        simp
      rw [h1, h2, chainMatrix, ih, blockMatrix, pow_succ (cell e 0), smul_mul_assoc]
    | dimer =>
      -- a dimer adds only a sign
      have h1 : (Block.dimer :: bs).count Block.host = bs.count Block.host := by
        simp
      have h2 : (Block.dimer :: bs).count Block.dimer = bs.count Block.dimer + 1 := by
        simp
      rw [h1, h2, chainMatrix, ih, blockMatrix, dimer_resonance, pow_succ (-1 : ℝ)]
      simp only [mul_neg, mul_one, neg_smul]
```

## A conserved form bounds the amplitudes

Expanding the square proves conservation at a host site, for any energy.

```lean
/-- A host site preserves the quadratic form of the amplitudes. -/
theorem host_preserves_form (E : ℝ) (v : Fin 2 → ℝ) :
    amplitudeForm E (cell E 0 *ᵥ v) = amplitudeForm E v := by
  simp [amplitudeForm, cell, Matrix.mulVec, dotProduct, Fin.sum_univ_two]
  ring
```

For a chain, the induction lets the starting vector vary, because the remaining blocks act on the output of the first one.

```lean
/-- At the impurity energy, every sequence of host sites and dimers preserves the quadratic form
of the amplitudes. -/
theorem chain_preserves_form (e : ℝ) (bs : List Block) (v : Fin 2 → ℝ) :
    amplitudeForm e (chainMatrix e e bs *ᵥ v) = amplitudeForm e v := by
  induction bs generalizing v with
  | nil => simp [chainMatrix]
  | cons b bs ih =>
    rw [chainMatrix, ← Matrix.mulVec_mulVec, ih]
    cases b with
    | host => exact host_preserves_form e v
    | dimer =>
      rw [blockMatrix, dimer_resonance, Matrix.neg_mulVec, Matrix.one_mulVec]
      simp [amplitudeForm]
```

The cross term is controlled by $(|a|-|b|)^2\ge0$.

```lean
/-- The cross term of the quadratic form is at most `|E| / 2` times the squared amplitude. -/
theorem cross_term_bound (E a b : ℝ) : |E * a * b| ≤ |E| * ((a ^ 2 + b ^ 2) / 2) := by
  have h : |a| * |b| ≤ (a ^ 2 + b ^ 2) / 2 := by
    nlinarith [sq_nonneg (|a| - |b|), sq_abs a, sq_abs b]
  rw [abs_mul, abs_mul, mul_assoc]
  exact mul_le_mul_of_nonneg_left h (abs_nonneg E)
```

The last theorem combines conservation with the cross-term estimate at both ends. The hypothesis `he` makes $2-|e|$ positive, which allows the denominator to be cleared; the rest is the chain of inequalities for $S$ and $S'$.

```lean
/-- If the impurity energy `e` satisfies `|e| < 2`, then at energy `e` the squared amplitude on two
adjacent sites grows at most by the factor `(2 + |e|) / (2 - |e|)` across any sequence of host
sites and dimers. -/
theorem resonant_amplitude_bounded (e : ℝ) (he : |e| < 2) (bs : List Block) (v : Fin 2 → ℝ) :
    (chainMatrix e e bs *ᵥ v) 0 ^ 2 + (chainMatrix e e bs *ᵥ v) 1 ^ 2 ≤
      (2 + |e|) / (2 - |e|) * (v 0 ^ 2 + v 1 ^ 2) := by
  have h := chain_preserves_form e bs v
  unfold amplitudeForm at h
  generalize chainMatrix e e bs *ᵥ v = w at h ⊢
  -- compare the conserved form with the squared amplitude at both ends
  have hw := (abs_le.mp (cross_term_bound e (w 0) (w 1))).2
  have hv := (abs_le.mp (cross_term_bound e (v 0) (v 1))).1
  have hpos : 0 < 2 - |e| := by linarith
  rw [div_mul_eq_mul_div, le_div_iff₀ hpos]
  nlinarith [h, hw, hv]

end

end RandomDimerModel
```

The bound compares the two ends of a sequence of blocks. Inside a resonant dimer nothing worse happens, since one impurity turns $(u,v)$ into $(-v,u)$. Decay is limited too: since $Q'=Q$, exchanging the roles of $S$ and $S'$ in the derivation gives $S\le\frac{2+|e|}{2-|e|}\,S'$ for $|e|<2$. Complex amplitudes obey the same bounds, by adding them for the real and imaginary parts.

For electronic transport, this shows that disorder in a non-interacting, nearest-neighbour chain need not make waves grow or decay exponentially at every energy, when the disorder is correlated in pairs. The random dimer model is known above all for the states near the resonance whose localisation length exceeds the length of a finite chain; the theorems here concern the single energy $E=e$ and do not say how wide that range of energies is. They also impose no boundary conditions, so $e$ need not be an eigenvalue of a given finite chain.

```lean
#print axioms RandomDimerModel.dimer_resonance
#print axioms RandomDimerModel.dimer_scalar_iff
#print axioms RandomDimerModel.chain_at_resonance
#print axioms RandomDimerModel.resonant_amplitude_bounded
```

```
'RandomDimerModel.dimer_resonance' depends on axioms: [propext, Classical.choice, Quot.sound]
'RandomDimerModel.dimer_scalar_iff' depends on axioms: [propext, Classical.choice, Quot.sound]
'RandomDimerModel.chain_at_resonance' depends on axioms: [propext, Classical.choice, Quot.sound]
'RandomDimerModel.resonant_amplitude_bounded' depends on axioms: [propext, Classical.choice, Quot.sound]
```
